# A polynomial of degree ν in additive neighbour densities has no many-body increments beyond ν neighbours

Let the site energy of a finite neighbour set S be E(S) = p(A(S)). Here p is a polynomial of total degree at most ν, and its variables are the densities

A_a(S) = ∑_{j∈S} φ_a(j),

one for each channel a. The many-body increment of a cluster T,

V[E](T) = ∑_{S⊆T} (−1)^{|T∖S|} E(S),

is then zero whenever |T| > ν. For potentials whose site energy is such a polynomial, as in atomic-cluster-expansion models with a linear readout, the degree therefore bounds the body order. The count is of neighbours: ν neighbours and the central atom make a (ν+1)-body term in the usual naming.

## Neighbours are distinct and finite in number, and their values commute

Physically, a cutoff radius leaves finitely many neighbours, each counted once. In the code they are elements of a type `ι`, and an environment is a `Finset ι`. A label can stand for position and species together; two labels may have equal values of φ_a and still be two neighbours. The channels form any type `α`, and the values lie in a commutative ring `R`, so real and complex densities are both covered.

Finiteness makes the sums over neighbours and over subsets meaningful without a convergence argument. Commutativity lets p be an ordinary multivariate polynomial; for operator-valued densities the order of the factors would have to be specified.

```lean
import Mathlib

open Finset

namespace BodyOrderExpansion

variable {ι α R : Type*} [DecidableEq ι] [CommRing R]
```

## The density is a sum of one-neighbour terms

Each φ_a(j) depends on neighbour j alone, relative to the central atom. No smoothness, decay or rotational symmetry is required. Additivity is built into the definition of `density`, and `siteEnergy` evaluates p at all the densities, constant term included.

```lean
/-- The density of a neighbour set: the sum of a one-particle function over the neighbours. -/
def density (φ : ι → R) (S : Finset ι) : R := ∑ j ∈ S, φ j

/-- The site energy of a neighbour set: a polynomial `p` evaluated at the densities of all
channels. -/
noncomputable def siteEnergy (p : MvPolynomial α R) (φ : α → ι → R) (S : Finset ι) : R :=
  MvPolynomial.eval (fun a => density (φ a) S) p
```

The next two definitions are the alternating sum V[E](T) and the property of having no increments beyond n neighbours.

```lean
/-- The many-body increment of an energy `E` on a cluster `T`: the alternating sum of `E` over
all subsets of `T`. -/
def increment (E : Finset ι → R) (T : Finset ι) : R :=
  ∑ S ∈ T.powerset, (-1 : R) ^ (T \ S).card * E S

/-- An energy has body order at most `n` if its increments vanish on all clusters of more than
`n` neighbours. -/
def BodyOrderLE (E : Finset ι → R) (n : ℕ) : Prop :=
  ∀ T : Finset ι, n < T.card → increment E T = 0
```

The derivation begins by adding a neighbour j ∉ T. The subsets of T∪{j} are the sets S∪{j} and S with S ⊆ T. In the first case the complement is still T∖S; in the second it gains j and the sign flips. Hence

V[E](T∪{j}) = V[E(·∪{j})](T) − V[E](T).

The condition j ∉ T says that the added atom is new. If j were already in T, the left side would be V[E](T) and the right side −V[E](T). The proof of `increment_insert` splits the power set in the same way and compares the complements.

```lean
/-- Adding a neighbour `j` to a cluster gives the increment of the energy with `j` present minus
the increment of the energy without it. -/
theorem increment_insert (E : Finset ι → R) {j : ι} {T : Finset ι} (hj : j ∉ T) :
    increment E (insert j T) = increment (fun S => E (insert j S)) T - increment E T := by
  unfold increment
  rw [Finset.sum_powerset_insert hj, add_comm, sub_eq_add_neg, ← Finset.sum_neg_distrib]
  congr 1
  · refine Finset.sum_congr rfl fun S _ => ?_
    have h : insert j T \ insert j S = T \ S := by
      ext x
      rcases eq_or_ne x j with rfl | hx
      · simp [hj]
      · simp [hx]
    rw [h]
  · refine Finset.sum_congr rfl fun S hS => ?_
    have hjS : j ∉ S := fun h => hj (Finset.mem_powerset.mp hS h)
    have hjT : j ∉ T \ S := fun h => hj (Finset.mem_sdiff.mp h).1
    rw [Finset.insert_sdiff_of_notMem _ hjS, Finset.card_insert_of_notMem hjT, pow_succ]
    ring
```

Now let F_j(S) equal F(S) if j ∈ S and zero otherwise. For j ∉ U, F_j vanishes on every subset of U, so V[F_j](U) = 0. The previous identity, used for F_j and then for F, gives

V[F_j](U∪{j}) = V[F(·∪{j})](U) = V[F](U∪{j}) + V[F](U).

```lean
/-- If an energy is counted only when neighbour `j` is present, its increment is the sum of the
original increments with and without `j` in the cluster. -/
theorem increment_present (F : Finset ι → R) {j : ι} {U : Finset ι} (hj : j ∉ U) :
    increment (fun S => if j ∈ S then F S else 0) (insert j U)
      = increment F (insert j U) + increment F U := by
  have h0 : increment (fun S => if j ∈ S then F S else 0) U = 0 := by
    unfold increment
    refine Finset.sum_eq_zero fun S hS => ?_
    have hjS : j ∉ S := fun h => hj (Finset.mem_powerset.mp hS h)
    simp [hjS]
  rw [increment_insert _ hj, increment_insert _ hj, h0]
  simp
```

This is where additivity enters. For S ⊆ T,

A(S) F(S) = ∑_{j∈T} φ(j) F_j(S).

Taking increments and setting U = T∖{j} gives the product rule

V[A·F](T) = ∑_{j∈T} φ(j) (V[F](T) + V[F](T∖{j})).

In the proof, `hd` writes the density as a sum over all of T restricted to the neighbours present, `Finset.sum_comm` exchanges the sums over subsets and neighbours, and `increment_present` finishes each term.

```lean
/-- Product rule: the increment of a density times an energy `F` is a sum over the neighbours in
the cluster, involving the increments of `F` with and without that neighbour. -/
theorem increment_density_mul (φ : ι → R) (F : Finset ι → R) (T : Finset ι) :
    increment (fun S => density φ S * F S) T
      = ∑ j ∈ T, φ j * (increment F T + increment F (T.erase j)) := by
  -- write the density as a sum over the whole cluster, restricted to neighbours present
  have h : increment (fun S => density φ S * F S) T
      = ∑ j ∈ T, φ j * increment (fun S => if j ∈ S then F S else 0) T := by
    simp only [increment, Finset.mul_sum]
    rw [Finset.sum_comm]
    refine Finset.sum_congr rfl fun S hS => ?_
    have hd : density φ S = ∑ j ∈ T, if j ∈ S then φ j else 0 := by
      unfold density
      rw [← Finset.sum_filter, Finset.filter_mem_eq_inter,
        Finset.inter_eq_right.mpr (Finset.mem_powerset.mp hS)]
    rw [hd, Finset.sum_mul, Finset.mul_sum]
    refine Finset.sum_congr rfl fun j _ => ?_
    split_ifs <;> ring
  rw [h]
  refine Finset.sum_congr rfl fun j hj => ?_
  have hp := increment_present F (Finset.notMem_erase j T)
  rw [Finset.insert_erase hj] at hp
  rw [hp]
```

Without additivity the degree no longer controls the body order. If the "density" were A(S) = |S|², the degree-one energy E = A would have the increment 4 − 1 − 1 + 0 = 2 on a pair.

## The total degree is at most ν

The degree is the largest number of density factors multiplied together in any term of p. It enters the derivation by counting factors, starting from the constant energy 1. For nonempty T, choose j ∈ T; the insertion identity gives

V[1](T) = V[1](T∖{j}) − V[1](T∖{j}) = 0.

```lean
/-- The constant energy `1` has body order at most zero. -/
theorem bodyOrderLE_one : BodyOrderLE (fun _ : Finset ι => (1 : R)) 0 := by
  intro T hT
  obtain ⟨j, hj⟩ := Finset.card_pos.mp hT
  rw [← Finset.insert_erase hj, increment_insert _ (Finset.notMem_erase j T)]
  exact sub_self _
```

Suppose V[F] vanishes beyond n neighbours, and let |T| > n + 1. Then T and T∖{j} both have more than n elements, so every term of the product rule is zero. One density factor thus raises the body order by at most one, and k factors raise it by at most k. The proof is an induction on k, with `omega` checking the cluster sizes.

```lean
/-- Multiplying an energy by the `k`-th power of a density raises its body order by at most
`k`. -/
theorem BodyOrderLE.density_pow_mul {F : Finset ι → R} {n : ℕ} (h : BodyOrderLE F n)
    (φ : ι → R) (k : ℕ) : BodyOrderLE (fun S => density φ S ^ k * F S) (n + k) := by
  induction k with
  | zero => simpa using h
  | succ k ih =>
    have e : (fun S => density φ S ^ (k + 1) * F S)
        = fun S => density φ S * (density φ S ^ k * F S) := by
      funext S
      ring
    intro T hT
    rw [e, increment_density_mul]
    refine Finset.sum_eq_zero fun j hj => ?_
    have hc := Finset.card_erase_of_mem hj
    rw [ih T (by omega), ih (T.erase j) (by omega), add_zero, mul_zero]
```

Treating the channels one after another, a monomial ∏_a A_a^{d_a} has no increments beyond ∑_a d_a neighbours. In Lean this is an induction over the finite set of channels that occur.

```lean
/-- A monomial in the densities has body order at most its degree. -/
theorem bodyOrderLE_monomial (φ : α → ι → R) (s : Finset α) (d : α → ℕ) :
    BodyOrderLE (fun S => ∏ a ∈ s, density (φ a) S ^ d a) (∑ a ∈ s, d a) := by
  classical
  induction s using Finset.induction_on with
  | empty =>
    simp only [Finset.prod_empty, Finset.sum_empty]
    exact bodyOrderLE_one
  | insert a s ha ih =>
    simp only [Finset.prod_insert ha, Finset.sum_insert ha]
    rw [add_comm]
    exact ih.density_pow_mul (φ a) (d a)
```

Finally, V is linear. Writing p as a sum of monomials with coefficients c_d,

V[E](T) = ∑_d c_d V[∏_a A_a^{d_a}](T),

and each monomial has degree at most ν < |T|, so every term vanishes. In `increment_siteEnergy_eq_zero` the hypothesis `hp` is the degree bound and `hT` the cluster size. `MvPolynomial.eval_eq` provides the expansion into monomials, and `MvPolynomial.le_totalDegree` bounds the degree of each.

```lean
/-- If the site energy is a polynomial of total degree at most `ν` in the densities, every
many-body increment on a cluster of more than `ν` neighbours vanishes. -/
theorem increment_siteEnergy_eq_zero (p : MvPolynomial α R) (φ : α → ι → R) {ν : ℕ}
    (hp : p.totalDegree ≤ ν) {T : Finset ι} (hT : ν < T.card) :
    increment (siteEnergy p φ) T = 0 := by
  -- the increment is linear, so it can be taken monomial by monomial
  have h : increment (siteEnergy p φ) T = ∑ d ∈ p.support,
      p.coeff d * increment (fun S => ∏ a ∈ d.support, density (φ a) S ^ d a) T := by
    simp only [increment, siteEnergy, MvPolynomial.eval_eq, Finset.mul_sum]
    rw [Finset.sum_comm]
    refine Finset.sum_congr rfl fun d _ => Finset.sum_congr rfl fun S _ => ?_
    ring
  rw [h]
  refine Finset.sum_eq_zero fun d hd => ?_
  have hdeg : ∑ a ∈ d.support, d a ≤ p.totalDegree := MvPolynomial.le_totalDegree hd
  rw [bodyOrderLE_monomial φ d.support d T ((hdeg.trans hp).trans_lt hT), mul_zero]
```

If the energy is not a polynomial in the densities, there may be no finite body order at all. For E = exp(A) with one real density,

V[E](T) = ∏_{j∈T} (exp(φ(j)) − 1),

which is nonzero on every cluster whose φ(j) are all nonzero. A nonlinear readout placed on top of the densities can therefore bring in every order.

## The cluster has more than ν neighbours

The condition |T| > ν separates the increments that must vanish from those that carry the energy. For any energy, polynomial or not, the increments sum back to it:

∑_{T⊆S} V[E](T) = E(S).

For S = ∅ both sides are E(∅). When j ∉ S is added, the subsets without j contribute ∑_{T⊆S} V[E](T), and those with j contribute ∑_{T⊆S} (V[E(·∪{j})](T) − V[E](T)). The sums of V[E](T) cancel, and the induction hypothesis for the energy E(·∪{j}) leaves E(S∪{j}). This is why the Lean induction has `generalizing E`.

```lean
/-- Many-body expansion: the increments on all subsets of a neighbour set sum to its energy. -/
theorem sum_increment (E : Finset ι → R) (S : Finset ι) :
    ∑ T ∈ S.powerset, increment E T = E S := by
  induction S using Finset.induction_on generalizing E with
  | empty => simp [increment]
  | insert j S hj ih =>
    have h : ∑ T ∈ S.powerset, increment E (insert j T)
        = ∑ T ∈ S.powerset, (increment (fun U => E (insert j U)) T - increment E T) :=
      Finset.sum_congr rfl fun T hT =>
        increment_insert E (fun h => hj (Finset.mem_powerset.mp hT h))
    rw [Finset.sum_powerset_insert hj, h, Finset.sum_sub_distrib, ih, ih]
    ring
```

For a site energy of degree at most ν, the terms with |T| > ν drop out, leaving an exact truncated expansion:

E(S) = ∑_{T⊆S, |T|≤ν} V[E](T).

The empty cluster contributes the constant p(0).

```lean
/-- A site energy of degree at most `ν` in the densities equals its many-body expansion truncated
at clusters of `ν` neighbours. -/
theorem siteEnergy_eq_truncated (p : MvPolynomial α R) (φ : α → ι → R) {ν : ℕ}
    (hp : p.totalDegree ≤ ν) (S : Finset ι) :
    siteEnergy p φ S
      = ∑ T ∈ S.powerset with T.card ≤ ν, increment (siteEnergy p φ) T := by
  rw [← sum_increment (siteEnergy p φ) S]
  refine (Finset.sum_filter_of_ne fun T _ hT => ?_).symm
  by_contra h
  exact hT (increment_siteEnergy_eq_zero p φ hp (not_le.mp h))
```

At |T| = ν the increment need not vanish. For E = A_a^n and |T| = n,

V[A_a^n](T) = n! ∏_{j∈T} φ_a(j).

For n = 0 both sides are 1. For the step to n + 1, take |T| = n + 1. The product rule contains V[A_a^n](T), which is zero because T is too large, and V[A_a^n](T∖{j}) = n! ∏_{i∈T∖{j}} φ_a(i). Multiplying by φ_a(j) restores the full product, and the n + 1 choices of j turn n! into (n+1)!. In the proof `hz` is the vanishing term and `hj` the common value of the summands.

Over the real or complex numbers this increment is nonzero when every φ_a(j) is nonzero, so the bound ν cannot be lowered in general. In a ring where n! = 0, the increment vanishes here too.

```lean
/-- For the `n`-th power of one density, the increment on a cluster of exactly `n` neighbours is
`n!` times the product, over the neighbours in the cluster, of the values of that density's
one-particle function. -/
theorem increment_siteEnergy_pow (φ : α → ι → R) (a : α) (n : ℕ) (T : Finset ι)
    (hT : T.card = n) :
    increment (siteEnergy (MvPolynomial.X a ^ n) φ) T
      = (n.factorial : R) * ∏ j ∈ T, φ a j := by
  have e : siteEnergy (MvPolynomial.X a ^ n) φ = fun S => density (φ a) S ^ n := by
    funext S
    simp [siteEnergy]
  rw [e]
  clear e
  induction n generalizing T with
  | zero =>
    rw [Finset.card_eq_zero] at hT
    subst hT
    simp [increment]
  | succ n ih =>
    -- the lower power has no increment on the full cluster
    have hz : increment (fun S => density (φ a) S ^ n) T = 0 := by
      have h := (bodyOrderLE_one (ι := ι) (R := R)).density_pow_mul (φ a) n T (by omega)
      simpa using h
    have hj : ∀ j ∈ T, φ a j * (increment (fun S => density (φ a) S ^ n) T
        + increment (fun S => density (φ a) S ^ n) (T.erase j))
        = (n.factorial : R) * ∏ i ∈ T, φ a i := by
      intro j hj
      have hc := Finset.card_erase_of_mem hj
      rw [hz, zero_add, ih (T.erase j) (by omega), ← Finset.mul_prod_erase T (φ a) hj]
      ring
    simp only [pow_succ']
    rw [increment_density_mul, Finset.sum_congr rfl hj, Finset.sum_const, hT, nsmul_eq_mul,
      Nat.factorial_succ]
    push_cast
    ring

end BodyOrderExpansion
```

```lean
#print axioms BodyOrderExpansion.increment_siteEnergy_eq_zero
#print axioms BodyOrderExpansion.siteEnergy_eq_truncated
#print axioms BodyOrderExpansion.increment_siteEnergy_pow
```

```
'BodyOrderExpansion.increment_siteEnergy_eq_zero' depends on axioms: [propext, Classical.choice, Quot.sound]
'BodyOrderExpansion.siteEnergy_eq_truncated' depends on axioms: [propext, Classical.choice, Quot.sound]
'BodyOrderExpansion.increment_siteEnergy_pow' depends on axioms: [propext, Classical.choice, Quot.sound]
```

## Body order defined by a cluster decomposition

`BodyOrderLE` could also have been defined by the existence of cluster functions u with

E(S) = ∑_{T⊆S, |T|≤ν} u(T) for every S.

This is closer to how a cluster potential is written down. A monomial would then be handled by multiplying out its sums and grouping the terms by the set of distinct neighbours in them; repeated indices, such as φ(j)² in A², land in smaller clusters. Inverting the subset sums gives u(T) = V[E](T) for |T| ≤ ν and V[E](T) = 0 beyond, so the two definitions describe the same energies. The change would make the truncated expansion the starting point and the vanishing of the increments its consequence.
